# Bloch factors of a two-band chain with positive hoppings: unit modulus in the bands, real reciprocals outside

Take a chain with two sites per cell and one orbital per site, the orbitals being orthonormal, with zero on-site energy, hopping v > 0 within a cell and hopping w > 0 between neighbouring cells. The Bloch factor z is the complex number that multiplies the amplitudes from one cell to the next. For z ≠ 0 the Bloch Hamiltonian H(z) has zero diagonal and off-diagonal entries

v + w/z and v + wz.

It is Hermitian when |z| = 1; other values of z describe growing or decaying solutions. In Lean, `v` and `w` are real numbers read as complex ones where needed, and `z` is complex.

```lean
import Mathlib

namespace TwoBandChain

noncomputable section

/-- Bloch Hamiltonian of the two-band chain with hoppings `v` and `w`, at a complex
Bloch factor `z ≠ 0`. -/
def blochHamiltonian (v w : ℝ) (z : ℂ) : Matrix (Fin 2) (Fin 2) ℂ :=
  !![0, (v : ℂ) + w * z⁻¹; (v : ℂ) + w * z, 0]
```

At real energy E, the allowed Bloch factors will be the roots of

P(z) = vw z² + (v² + w² − E²) z + vw.

```lean
/-- The quadratic polynomial in the Bloch factor `z` at energy `E`. -/
def blochPoly (v w E : ℝ) (z : ℂ) : ℂ :=
  (v : ℂ) * w * z ^ 2 + ((v : ℂ) ^ 2 + (w : ℂ) ^ 2 - (E : ℂ) ^ 2) * z + (v : ℂ) * w
```

## From the secular determinant to the quadratic

Expanding the 2×2 determinant gives

det(E − H(z)) = E² − (v + w/z)(v + wz) = E² − v² − w² − vw(z + 1/z).

Multiplying by −z gives P(z). Since z ≠ 0, one side vanishes exactly when the other does. The proof follows this route, with `linear_combination` checking the algebra.

```lean
/-- For a nonzero Bloch factor, the secular determinant at energy `E` vanishes exactly
when the quadratic does. -/
theorem secular_iff (v w E : ℝ) {z : ℂ} (hz : z ≠ 0) :
    ((E : ℂ) • (1 : Matrix (Fin 2) (Fin 2) ℂ) - blochHamiltonian v w z).det = 0 ↔
      blochPoly v w E z = 0 := by
  have hd : ((E : ℂ) • (1 : Matrix (Fin 2) (Fin 2) ℂ) - blochHamiltonian v w z).det =
      (E : ℂ) * E - ((v : ℂ) + w * z⁻¹) * ((v : ℂ) + w * z) := by
    rw [Matrix.det_fin_two]
    simp [blochHamiltonian]
    ring
  have hzz : z * z⁻¹ = 1 := mul_inv_cancel₀ hz
  -- multiplying the determinant by `-z` clears the denominator
  have h : blochPoly v w E z =
      -z * ((E : ℂ) * E - ((v : ℂ) + w * z⁻¹) * ((v : ℂ) + w * z)) := by
    unfold blochPoly
    linear_combination (-((v : ℂ) * w + (w : ℂ) ^ 2 * z)) * hzz
  rw [hd, h, mul_eq_zero, neg_eq_zero, or_iff_right hz]
```

The constant and leading coefficients of P are equal, so its roots have product 1. Conversely, if ab = 1 and vw(a + b) = E² − v² − w², then

P(z) = vw(z − a)(z − b),

and, because vw ≠ 0, the roots are exactly a and b. They may coincide: the statement describes the set of roots, not their multiplicities.

```lean
/-- Two numbers with product one and the sum fixed by the energy are exactly the roots
of the quadratic. -/
theorem roots_of_pair {v w E : ℝ} (hv : 0 < v) (hw : 0 < w) {a b : ℂ} (hab : a * b = 1)
    (hsum : (v : ℂ) * w * (a + b) = (E : ℂ) ^ 2 - (v : ℂ) ^ 2 - (w : ℂ) ^ 2) (z : ℂ) :
    blochPoly v w E z = 0 ↔ z = a ∨ z = b := by
  have h : blochPoly v w E z = (v : ℂ) * w * ((z - a) * (z - b)) := by
    unfold blochPoly
    linear_combination z * hsum - (v : ℂ) * w * hab
  rw [h]
  simp [hv.ne', hw.ne', sub_eq_zero]
```

## Energies in the bands

Define

x = (E² − v² − w²)/(2vw).

The condition (v − w)² ≤ E² ≤ (v + w)² is the same as −1 ≤ x ≤ 1, so x = cos k with k = arccos x. This is the dispersion relation

E² = v² + w² + 2vw cos k.

The numbers exp(ik) and exp(−ik) have product 1 and sum 2 cos k = 2x, so they are the roots. At the band edges they merge at 1 or −1. In the code, `nlinarith` proves the bounds on x after multiplication by 2vw, and `roots_of_pair` finishes the argument.

```lean
/-- Inside the band there is a real wavenumber `k` obeying the dispersion relation, and
the roots are the two phases `exp (i k)` and `exp (-i k)`. -/
theorem band_roots {v w E : ℝ} (hv : 0 < v) (hw : 0 < w)
    (h1 : (v - w) ^ 2 ≤ E ^ 2) (h2 : E ^ 2 ≤ (v + w) ^ 2) :
    ∃ k : ℝ, E ^ 2 = v ^ 2 + w ^ 2 + 2 * v * w * Real.cos k ∧
      ∀ z : ℂ, blochPoly v w E z = 0 ↔
        z = Complex.exp (k * Complex.I) ∨ z = Complex.exp (-(k * Complex.I)) := by
  have hd : 0 < 2 * v * w := by positivity
  obtain ⟨x, hx⟩ : ∃ x : ℝ, x * (2 * v * w) = E ^ 2 - v ^ 2 - w ^ 2 :=
    ⟨(E ^ 2 - v ^ 2 - w ^ 2) / (2 * v * w), div_mul_cancel₀ _ hd.ne'⟩
  have hx1 : -1 ≤ x := le_of_mul_le_mul_right (by nlinarith) hd
  have hx2 : x ≤ 1 := le_of_mul_le_mul_right (by nlinarith) hd
  -- the band condition says that `x` is a cosine
  obtain ⟨k, hk⟩ : ∃ k : ℝ, Real.cos k = x := ⟨Real.arccos x, Real.cos_arccos hx1 hx2⟩
  have hE : E ^ 2 = v ^ 2 + w ^ 2 + 2 * v * w * Real.cos k := by
    rw [hk]
    linarith
  refine ⟨k, hE, roots_of_pair hv hw ?_ ?_⟩
  · rw [← Complex.exp_add, add_neg_cancel, Complex.exp_zero]
  · have hc : Complex.exp (k * Complex.I) + Complex.exp (-(k * Complex.I)) =
        2 * ((Real.cos k : ℝ) : ℂ) := by
      rw [Complex.ofReal_cos, Complex.cos, neg_mul]
      ring
    have hE' : (E : ℂ) ^ 2 =
        (v : ℂ) ^ 2 + (w : ℂ) ^ 2 + 2 * v * w * ((Real.cos k : ℝ) : ℂ) := by
      exact_mod_cast hE
    linear_combination (v : ℂ) * w * hc - hE'
```

## Energies outside the bands

For x > 1, put s = √(x² − 1) and r = x − s. Then s² < x² gives s < x, so r > 0. Also

(x − 1)² = s² − 2(x − 1) < s²,

so x − 1 < s and r < 1. Finally (x − s)(x + s) = 1, hence 1/r = x + s and r + 1/r = 2x.

```lean
/-- For `x > 1` some `r` strictly between zero and one satisfies `r + 1/r = 2x`. -/
theorem exists_decay_factor {x : ℝ} (hx : 1 < x) :
    ∃ r : ℝ, 0 < r ∧ r < 1 ∧ r + r⁻¹ = 2 * x := by
  have hs : Real.sqrt (x ^ 2 - 1) ^ 2 = x ^ 2 - 1 := Real.sq_sqrt (by nlinarith)
  have hs0 : 0 ≤ Real.sqrt (x ^ 2 - 1) := Real.sqrt_nonneg _
  generalize Real.sqrt (x ^ 2 - 1) = s at hs hs0
  have h1 : s < x := by nlinarith
  have h2 : x - 1 < s := by nlinarith
  have hinv : (x - s)⁻¹ = x + s :=
    inv_eq_of_mul_eq_one_right (by linear_combination -hs)
  refine ⟨x - s, by linarith, by linarith, ?_⟩
  rw [hinv]
  ring
```

If E² > (v + w)², then x > 1, and r and 1/r have the required product and sum. The name `above_band_roots` refers to E²: the case covers energies above the upper band and below the lower one.

```lean
/-- If `E² > (v + w)²`, the roots are a real number strictly between zero and one and its
reciprocal. -/
theorem above_band_roots {v w E : ℝ} (hv : 0 < v) (hw : 0 < w)
    (h : (v + w) ^ 2 < E ^ 2) :
    ∃ r : ℝ, 0 < r ∧ r < 1 ∧
      ∀ z : ℂ, blochPoly v w E z = 0 ↔ z = (r : ℂ) ∨ z = (r : ℂ)⁻¹ := by
  have hd : 0 < 2 * v * w := by positivity
  obtain ⟨x, hx⟩ : ∃ x : ℝ, x * (2 * v * w) = E ^ 2 - v ^ 2 - w ^ 2 :=
    ⟨(E ^ 2 - v ^ 2 - w ^ 2) / (2 * v * w), div_mul_cancel₀ _ hd.ne'⟩
  have hx1 : 1 < x := lt_of_mul_lt_mul_right (by nlinarith) hd.le
  obtain ⟨r, h0, h1, hr⟩ := exists_decay_factor hx1
  have hs : v * w * (r + r⁻¹) = E ^ 2 - v ^ 2 - w ^ 2 := by
    linear_combination v * w * hr + hx
  exact ⟨r, h0, h1, roots_of_pair hv hw
    (mul_inv_cancel₀ (Complex.ofReal_ne_zero.mpr h0.ne')) (by exact_mod_cast hs)⟩
```

If E² < (v − w)², the energy is in the central gap and x < −1. Applying the same lemma to −x and reversing the sign of r gives a negative root, whose solution alternates in sign from cell to cell as it decays.

```lean
/-- In the central gap the roots are a real number between minus one and zero and its
reciprocal. -/
theorem gap_roots {v w E : ℝ} (hv : 0 < v) (hw : 0 < w)
    (h : E ^ 2 < (v - w) ^ 2) :
    ∃ r : ℝ, -1 < r ∧ r < 0 ∧
      ∀ z : ℂ, blochPoly v w E z = 0 ↔ z = (r : ℂ) ∨ z = (r : ℂ)⁻¹ := by
  have hd : 0 < 2 * v * w := by positivity
  obtain ⟨x, hx⟩ : ∃ x : ℝ, x * (2 * v * w) = E ^ 2 - v ^ 2 - w ^ 2 :=
    ⟨(E ^ 2 - v ^ 2 - w ^ 2) / (2 * v * w), div_mul_cancel₀ _ hd.ne'⟩
  have hx1 : 1 < -x := lt_of_mul_lt_mul_right (by nlinarith) hd.le
  obtain ⟨r, h0, h1, hr⟩ := exists_decay_factor hx1
  have hs : v * w * (-r + (-r)⁻¹) = E ^ 2 - v ^ 2 - w ^ 2 := by
    rw [inv_neg]
    linear_combination -(v * w) * hr + hx
  have hn : -r ≠ 0 := neg_ne_zero.mpr h0.ne'
  exact ⟨-r, by linarith, by linarith, roots_of_pair hv hw
    (mul_inv_cancel₀ (Complex.ofReal_ne_zero.mpr hn)) (by exact_mod_cast hs)⟩
```

## The dichotomy

The main theorem has two parts. Every complex root has modulus 1 if and only if (v − w)² ≤ E² ≤ (v + w)². When this condition fails, there is a real r with 0 < |r| < 1 such that the roots are exactly r and 1/r.

The second part combines the two preceding cases. It also gives one direction of the equivalence: outside the bands, r is a root whose modulus, written `‖z‖` in Lean, is not 1. The other direction uses |exp(±ik)| = 1.

```lean
/-- All roots have modulus one exactly when `(v - w)² ≤ E² ≤ (v + w)²`; otherwise the
roots are a nonzero real number strictly inside the unit circle and its reciprocal. -/
theorem bloch_factor_dichotomy {v w : ℝ} (hv : 0 < v) (hw : 0 < w) (E : ℝ) :
    ((∀ z : ℂ, blochPoly v w E z = 0 → ‖z‖ = 1) ↔
      ((v - w) ^ 2 ≤ E ^ 2 ∧ E ^ 2 ≤ (v + w) ^ 2)) ∧
    (¬((v - w) ^ 2 ≤ E ^ 2 ∧ E ^ 2 ≤ (v + w) ^ 2) →
      ∃ r : ℝ, 0 < |r| ∧ |r| < 1 ∧
        ∀ z : ℂ, blochPoly v w E z = 0 ↔ z = (r : ℂ) ∨ z = (r : ℂ)⁻¹) := by
  have hout : ¬((v - w) ^ 2 ≤ E ^ 2 ∧ E ^ 2 ≤ (v + w) ^ 2) →
      ∃ r : ℝ, 0 < |r| ∧ |r| < 1 ∧
        ∀ z : ℂ, blochPoly v w E z = 0 ↔ z = (r : ℂ) ∨ z = (r : ℂ)⁻¹ := by
    intro hb
    rcases not_and_or.mp hb with h | h
    · obtain ⟨r, h1, h0, hr⟩ := gap_roots hv hw (not_le.mp h)
      exact ⟨r, abs_pos.mpr h0.ne, abs_lt.mpr ⟨h1, by linarith⟩, hr⟩
    · obtain ⟨r, h0, h1, hr⟩ := above_band_roots hv hw (not_le.mp h)
      exact ⟨r, abs_pos.mpr h0.ne', abs_lt.mpr ⟨by linarith, h1⟩, hr⟩
  refine ⟨⟨fun h => by_contra fun hb => ?_, fun hb z hz => ?_⟩, hout⟩
  · -- outside the band the decaying root violates unit modulus
    obtain ⟨r, _, h1, hr⟩ := hout hb
    have hn := h (r : ℂ) ((hr (r : ℂ)).2 (Or.inl rfl))
    rw [Complex.norm_real, Real.norm_eq_abs] at hn
    linarith
  · obtain ⟨k, _, hk⟩ := band_roots hv hw hb.1 hb.2
    rcases (hk z).1 hz with h | h
    · rw [h, Complex.norm_exp_ofReal_mul_I]
    · rw [h, Complex.exp_neg, norm_inv, Complex.norm_exp_ofReal_mul_I, inv_one]
```

For this non-interacting nearest-neighbour chain, the result separates Bloch solutions whose amplitudes keep their modulus from cell to cell from the evanescent solutions of the complex band structure. At the band edges the modulus is still 1. If a contour eigensolver computes the Bloch factors z as eigenvalues at fixed E, the result also shows when the circle |z| = 1 would have eigenvalues on it: exactly at band energies, edges included. The theorems concern the roots of P; boundary conditions, which decide whether a decaying solution becomes a bound state, do not enter.

## Zero energy and the closing gap

At E = 0 the roots are −v/w and −w/v: their product is 1, and vw times their sum is −v² − w². For v ≠ w, one lies inside the unit circle and the other outside. As v approaches w, both tend to −1, where they meet when the gap closes.

```lean
/-- At zero energy the roots are `-v/w` and `-w/v`. -/
theorem zero_energy_roots {v w : ℝ} (hv : 0 < v) (hw : 0 < w) (z : ℂ) :
    blochPoly v w 0 z = 0 ↔ z = -((v : ℂ) / w) ∨ z = -((w : ℂ) / v) := by
  have hv' : (v : ℂ) ≠ 0 := Complex.ofReal_ne_zero.mpr hv.ne'
  have hw' : (w : ℂ) ≠ 0 := Complex.ofReal_ne_zero.mpr hw.ne'
  have h1 : (v : ℂ) / w * w = v := div_mul_cancel₀ _ hw'
  have h2 : (w : ℂ) / v * v = w := div_mul_cancel₀ _ hv'
  refine roots_of_pair hv hw ?_ ?_ z
  · rw [neg_mul_neg]
    field_simp
  · rw [Complex.ofReal_zero]
    linear_combination -(v : ℂ) * h1 - (w : ℂ) * h2

end

end TwoBandChain
```

```lean
#print axioms TwoBandChain.secular_iff
-- 'TwoBandChain.secular_iff' depends on axioms: [propext, Classical.choice, Quot.sound]
#print axioms TwoBandChain.bloch_factor_dichotomy
-- 'TwoBandChain.bloch_factor_dichotomy' depends on axioms: [propext, Classical.choice, Quot.sound]
#print axioms TwoBandChain.zero_energy_roots
-- 'TwoBandChain.zero_energy_roots' depends on axioms: [propext, Classical.choice, Quot.sound]
```
